# Away from the band energies, the Green's matrix of a uniform nearest-neighbour ring is a finite Bloch sum

An electron hops around a ring of \(N\) identical sites, with the same amplitude \(t\) in both directions. If \(S\) moves it one site forward, the Hamiltonian is \(H=t(S+S^{-1})\), with band energies \(E_q=2t\cos(2\pi q/N)\), \(q=0,\dots,N-1\). For \(z\) different from every \(E_q\), I would write the Green's matrix \(G(z)=(z-H)^{-1}\) as

\[
G_{jk}=\frac1N\sum_{q=0}^{N-1}\frac{e^{2\pi i q(j-k)/N}}{z-E_q}.
\]

Can this be made rigorous and machine-checked for every \(N\ge1\), including the claim that the inverse exists?

## Plane waves invert \(z-H\)

Yes. Take site indices modulo \(N\). Since \((S\psi)_j=\psi_{j-1}\), the Hamiltonian acts as \((H\psi)_j=t(\psi_{j-1}+\psi_{j+1})\). On the plane wave \(u_q(j)=e^{2\pi i qj/N}\), whose normalised form is \(u_q/\sqrt N\), this gives

\[
(Hu_q)_j=t\left(e^{-2\pi i q/N}+e^{2\pi i q/N}\right)u_q(j)=E_q\,u_q(j).
\]

The plane waves are also complete:

\[
\frac1N\sum_q e^{2\pi i q(j-k)/N}=\delta_{jk}.
\]

For \(j=k\) every term is 1. Otherwise the sum is geometric with ratio \(\omega=e^{2\pi i(j-k)/N}\neq1\), and \(\omega^N=1\) makes \((\omega^N-1)/(\omega-1)\) vanish.

Now let \(F_{jk}\) be the proposed sum. As a function of \(j\), each term is a multiple of \(u_q\), so

\[
((z-H)F)_{jk}=\frac1N\sum_q\frac{(z-E_q)\,e^{2\pi i q(j-k)/N}}{z-E_q}=\delta_{jk}.
\]

A right inverse of a finite square matrix is its two-sided inverse, hence \(F=G(z)\). Conversely, if \(z=E_q\), then \((z-H)u_q=0\) with \(u_q(0)=1\), so \(z-H\) is singular.

Setting \(j=k\) gives \(G_{jj}=\frac1N\sum_q 1/(z-E_q)\) on every site, and summing over \(j\) gives \(\operatorname{Tr}G=\sum_q1/(z-E_q)\).

Here is the Lean file:

```lean
import Mathlib

open Matrix
open scoped Real

namespace RingGreenFunction

noncomputable section

/-- The Bloch phase `χ m = exp (2πi m / N)` on the ring of `N` sites. -/
local notation "χ" => ZMod.stdAddChar

/-- The cyclic shift, which moves a particle from site `j - 1` to site `j`. -/
def shift (N : ℕ) : Matrix (ZMod N) (ZMod N) ℂ :=
  Matrix.of fun j k => if k = j - 1 then 1 else 0

/-- The hopping Hamiltonian `H = t (S + S⁻¹)` of a ring of `N` sites. -/
def ringHamiltonian (N : ℕ) [NeZero N] (t : ℂ) : Matrix (ZMod N) (ZMod N) ℂ :=
  t • (shift N + (shift N)⁻¹)

/-- The band energy `2 t cos (2π q / N)` at wave number `q`. -/
def level {N : ℕ} (t : ℂ) (q : ZMod N) : ℂ :=
  2 * t * Complex.cos (2 * π * (q.val : ℂ) / N)

/-- The Green's matrix `G(z) = (z - H)⁻¹` of the ring. -/
def green (N : ℕ) [NeZero N] (t z : ℂ) : Matrix (ZMod N) (ZMod N) ℂ :=
  (z • (1 : Matrix (ZMod N) (ZMod N) ℂ) - ringHamiltonian N t)⁻¹

variable {N : ℕ} [NeZero N]

/-- The inverse of the cyclic shift is its transpose, the shift in the other direction. -/
theorem shift_inv : (shift N)⁻¹ = (shift N)ᵀ := by
  apply Matrix.inv_eq_right_inv
  ext j k
  have h : (shift N * (shift N)ᵀ) j k = (shift N)ᵀ (j - 1) k := by
    simp [Matrix.mul_apply, shift]
    exact if_congr eq_comm rfl rfl
  rw [h]
  simp [shift, Matrix.one_apply]

/-- The Hamiltonian sends an amplitude `ψ` to `t` times the sum of its values on the two
neighbouring sites. -/
theorem ringHamiltonian_mulVec (t : ℂ) (ψ : ZMod N → ℂ) (j : ZMod N) :
    (ringHamiltonian N t *ᵥ ψ) j = t * (ψ (j - 1) + ψ (j + 1)) := by
  have h : ∀ l : ZMod N, (j = l - 1) ↔ (l = j + 1) := fun l =>
    ⟨fun h => by linear_combination -h, fun h => by linear_combination -h⟩
  rw [ringHamiltonian, shift_inv]
  simp only [Matrix.mulVec, dotProduct, Matrix.smul_apply, Matrix.add_apply,
    Matrix.transpose_apply, smul_eq_mul, shift, Matrix.of_apply, h, mul_add, add_mul,
    Finset.sum_add_distrib, mul_ite, mul_one, mul_zero, ite_mul, zero_mul,
    Finset.sum_ite_eq', Finset.mem_univ, if_true]

/-- The Bloch phase between sites `j` and `k` at wave number `q`, written as an explicit
exponential. -/
theorem phase_eq (q j k : ZMod N) :
    Complex.exp (2 * π * Complex.I * (q.val : ℂ) * ((j.val : ℂ) - (k.val : ℂ)) / N)
      = χ (q * (j - k)) := by
  have h := ZMod.stdAddChar_coe (N := N) ((q.val : ℤ) * ((j.val : ℤ) - (k.val : ℤ)))
  have e : (((q.val : ℤ) * ((j.val : ℤ) - (k.val : ℤ)) : ℤ) : ZMod N) = q * (j - k) := by
    simp only [Int.cast_mul, Int.cast_sub, Int.cast_natCast, ZMod.natCast_zmod_val]
  rw [← e, h]
  congr 1
  simp only [Int.cast_mul, Int.cast_sub, Int.cast_natCast]
  ring

/-- The Bloch phases on the two neighbours of a site add up to `2 cos (2π q / N)` times the
phase on the site itself. -/
theorem neighbour_sum (q m : ZMod N) :
    χ (q * (m - 1)) + χ (q * (m + 1))
      = 2 * Complex.cos (2 * π * (q.val : ℂ) / N) * χ (q * m) := by
  have h1 := ZMod.stdAddChar_coe (N := N) (q.val : ℤ)
  have h2 := ZMod.stdAddChar_coe (N := N) (-(q.val : ℤ))
  simp only [Int.cast_neg, Int.cast_natCast, ZMod.natCast_zmod_val] at h1 h2
  have hc : 2 * Complex.cos (2 * π * (q.val : ℂ) / N) = χ q + χ (-q) := by
    rw [h1, h2, Complex.two_cos]
    congr 2 <;> ring
  rw [hc, show q * (m - 1) = -q + q * m by ring, show q * (m + 1) = q + q * m by ring,
    AddChar.map_add_eq_mul, AddChar.map_add_eq_mul]
  ring

/-- The plane wave with wave number `q` is an eigenvector of the ring Hamiltonian with
energy `2 t cos (2π q / N)`. -/
theorem bloch_eigenvector (t : ℂ) (q : ZMod N) :
    ringHamiltonian N t *ᵥ (fun j => χ (q * j)) = level t q • (fun j => χ (q * j)) := by
  ext j
  rw [ringHamiltonian_mulVec, neighbour_sum, Pi.smul_apply, smul_eq_mul, level]
  ring

/-- Completeness of the plane waves: the Bloch phases between two sites, averaged over all
wave numbers, give the identity matrix. -/
theorem completeness (j k : ZMod N) :
    1 / (N : ℂ) * ∑ q : ZMod N, χ (q * (j - k)) = (1 : Matrix (ZMod N) (ZMod N) ℂ) j k := by
  have hN : (N : ℂ) ≠ 0 := Nat.cast_ne_zero.2 (NeZero.ne N)
  rw [AddChar.sum_mulShift _ (ZMod.isPrimitive_stdAddChar N)]
  by_cases h : j = k
  · subst h
    simp [ZMod.card, hN]
  · simp [h, sub_eq_zero]

/-- Away from the band energies, `z - H` is invertible and the Green's matrix of the ring is
`G_jk = (1/N) ∑_q exp (2πi q (j - k) / N) / (z - 2 t cos (2π q / N))`. -/
theorem green_apply (t z : ℂ) (hz : ∀ q : ZMod N, z ≠ level t q) :
    IsUnit (z • (1 : Matrix (ZMod N) (ZMod N) ℂ) - ringHamiltonian N t) ∧
    ∀ j k : ZMod N, green N t z j k = 1 / (N : ℂ) * ∑ q : ZMod N,
      Complex.exp (2 * π * Complex.I * (q.val : ℂ) * ((j.val : ℂ) - (k.val : ℂ)) / N)
        / (z - level t q) := by
  let F : Matrix (ZMod N) (ZMod N) ℂ :=
    Matrix.of fun j k => 1 / (N : ℂ) * ∑ q : ZMod N, χ (q * (j - k)) / (z - level t q)
  -- the spectral sum is a right inverse of `z - H`
  have hF : (z • (1 : Matrix (ZMod N) (ZMod N) ℂ) - ringHamiltonian N t) * F = 1 := by
    ext j k
    have hH : (ringHamiltonian N t * F) j k = t * (F (j - 1) k + F (j + 1) k) :=
      ringHamiltonian_mulVec t (fun l => F l k) j
    rw [sub_mul, smul_mul_assoc, one_mul, Matrix.sub_apply, Matrix.smul_apply, smul_eq_mul,
      hH, ← completeness j k]
    simp only [F, Matrix.of_apply]
    rw [show j - 1 - k = j - k - 1 by ring, show j + 1 - k = j - k + 1 by ring]
    simp only [Finset.mul_sum, ← Finset.sum_add_distrib, ← Finset.sum_sub_distrib]
    refine Finset.sum_congr rfl fun q _ => ?_
    -- each denominator cancels against the eigenvalue of `z - H`
    have hq : z - level t q ≠ 0 := sub_ne_zero.2 (hz q)
    have e : z * χ (q * (j - k)) - t * (χ (q * (j - k - 1)) + χ (q * (j - k + 1)))
        = χ (q * (j - k)) * (z - level t q) := by
      rw [neighbour_sum, level]
      ring
    calc _ = 1 / (N : ℂ) * ((z * χ (q * (j - k))
          - t * (χ (q * (j - k - 1)) + χ (q * (j - k + 1)))) / (z - level t q)) := by ring
      _ = _ := by rw [e, mul_div_cancel_right₀ _ hq]
  refine ⟨⟨⟨_, F, hF, mul_eq_one_comm.1 hF⟩, rfl⟩, fun j k => ?_⟩
  rw [green, Matrix.inv_eq_right_inv hF]
  simp only [F, Matrix.of_apply, phase_eq]

/-- The matrix `z - H` is invertible exactly when `z` differs from every band energy. -/
theorem isUnit_iff (t z : ℂ) :
    IsUnit (z • (1 : Matrix (ZMod N) (ZMod N) ℂ) - ringHamiltonian N t)
      ↔ ∀ q : ZMod N, z ≠ level t q := by
  refine ⟨fun h q hq => ?_, fun hz => (green_apply t z hz).1⟩
  obtain ⟨B, hB⟩ := h.exists_left_inv
  -- at a band energy the plane wave is annihilated by `z - H`
  have h0 : (z • (1 : Matrix (ZMod N) (ZMod N) ℂ) - ringHamiltonian N t) *ᵥ
      (fun j => χ (q * j)) = 0 := by
    rw [Matrix.sub_mulVec, bloch_eigenvector, Matrix.smul_mulVec, Matrix.one_mulVec, hq,
      sub_self]
  have h1 : (fun j : ZMod N => χ (q * j)) = 0 := by
    rw [← Matrix.one_mulVec (fun j : ZMod N => χ (q * j)), ← hB, ← Matrix.mulVec_mulVec, h0,
      Matrix.mulVec_zero]
  have h2 := congrFun h1 0
  simp at h2

/-- Away from the band energies, the diagonal Green's matrix element is the same on every site: the
average of `1 / (z - E_q)` over the band. -/
theorem green_diag (t z : ℂ) (hz : ∀ q : ZMod N, z ≠ level t q) (j : ZMod N) :
    green N t z j j = 1 / (N : ℂ) * ∑ q : ZMod N, 1 / (z - level t q) := by
  rw [(green_apply t z hz).2 j j]
  simp only [sub_self, mul_zero, zero_div, Complex.exp_zero]

/-- Away from the band energies, the trace of the Green's matrix is the sum of `1 / (z - E_q)` over
all wave numbers. -/
theorem green_trace (t z : ℂ) (hz : ∀ q : ZMod N, z ≠ level t q) :
    (green N t z).trace = ∑ q : ZMod N, 1 / (z - level t q) := by
  have hN : (N : ℂ) ≠ 0 := Nat.cast_ne_zero.2 (NeZero.ne N)
  simp only [Matrix.trace, Matrix.diag_apply, green_diag t z hz, Finset.sum_const,
    Finset.card_univ, ZMod.card, nsmul_eq_mul]
  rw [← mul_assoc, mul_one_div_cancel hN, one_mul]

end

end RingGreenFunction
```

```lean
#print axioms RingGreenFunction.isUnit_iff
#print axioms RingGreenFunction.green_trace
```

```
'RingGreenFunction.isUnit_iff' depends on axioms: [propext, Classical.choice, Quot.sound]
'RingGreenFunction.green_trace' depends on axioms: [propext, Classical.choice, Quot.sound]
```

The main theorem, `green_apply`, says that for complex `t` and `z`, with `z ≠ level t q` for all `q`, the matrix \(z-H\) is invertible (`IsUnit`) and `green N t z` has the stated entries. `isUnit_iff` adds that invertibility holds exactly under this condition.

Sites and wave numbers both live in `ZMod N`, which builds in the periodic boundary, and `NeZero N` means \(N\ge1\). `shift` is \(S\), `level t q` is \(E_q\), and `q.val` is the representative between 0 and \(N-1\). The notation `χ` stands for the Bloch phase \(\chi(m)=e^{2\pi i m/N}\).

The hopping is uniform, and \(H\) is Hermitian only for real \(t\). Disorder, magnetic flux, interactions and the limit \(N\to\infty\) are not covered. For non-interacting electrons on such a finite ring, the formula provides an exact reference for a numerical tight-binding Green's function.

The proof follows the derivation:

- `shift_inv` checks \(SS^{\mathsf T}=1\), which identifies the matrix inverse with the backward shift. `ringHamiltonian_mulVec` then collapses the matrix sum to the two neighbours.
- `neighbour_sum` combines the exponentials into a cosine, and `bloch_eigenvector` turns this into the eigenvalue equation. `phase_eq` translates `χ` into the explicit exponential.
- `completeness` uses the primitivity of the character in place of the geometric sum.
- In `green_apply`, `hF` proves \((z-H)F=1\). `Finset.sum_congr` reduces the identity to one wave number, where `mul_div_cancel_right₀` cancels the denominator. Then `mul_eq_one_comm` supplies the other side of the inverse.
- `isUnit_iff` applies a supposed left inverse to \((z-H)u_q=0\), obtains \(u_q=0\), and contradicts this at site 0.
- `green_diag` and `green_trace` set \(j=k\) and sum over the sites.

The condition on \(z\) matters already for \(N=2\), \(t=1\), \(z=2\). Then

\[
z-H=\begin{pmatrix}2&-2\\-2&2\end{pmatrix}
\]

annihilates \((1,1)\), so no Green's matrix exists.

Another model would put \(t\) between distinct neighbouring sites and zero elsewhere. For \(N\ge3\) this is the same matrix. For \(N=2\), however, \(S=S^{-1}\) makes the present hopping element \(2t\), whereas the other model has \(t\) and energies \(\pm t\); for \(N=1\) it has \(H=0\) instead of \(2t\). The cosine formula would then need \(N\ge3\) or \(t=0\).
